# Energy levels in a truncated orthonormal basis lie between the lowest and highest levels of the full finite Hamiltonian

Let a finite Hermitian matrix `A` be a Hamiltonian written in an orthonormal basis, and keep only the rows and columns of some chosen basis states. The lemma says that any real eigenvalue `μ` of this smaller matrix, with a nonzero eigenvector `c` that need not be normalised, lies between the smallest and largest eigenvalues of `A`. The proof extends `c` by zero to a trial vector `y` on the full basis, for which the normalised energy expectation value, ⟨y|A|y⟩/⟨y|y⟩, is `μ`. Expanding `y` in eigenvectors of `A` makes `μ` a weighted average of the eigenvalues of `A` with nonnegative weights, so it cannot fall outside their range.

In Lean, a first try:

```lean
import Mathlib

open Matrix ComplexConjugate
open scoped ComplexOrder

namespace EigenvalueBetween

noncomputable section

variable {N : ℕ} [NeZero N]

local notation "𝔉" => (ZMod.dft : (ZMod N → ℂ) ≃ₗ[ℂ] (ZMod N → ℂ))

variable {m n : Type*} [Fintype m] [DecidableEq m] [Fintype n] {A : Matrix m m ℂ}

/-- The largest eigenvalue of a Hermitian matrix of nonzero size. -/
def highest (hA : A.IsHermitian) : ℝ := ⨆ i, hA.eigenvalues i

/-- The smallest eigenvalue of a Hermitian matrix of nonzero size. -/
def lowest (hA : A.IsHermitian) : ℝ := ⨅ i, hA.eigenvalues i

/-- The quadratic form of a Hermitian matrix is a sum of its eigenvalues with nonnegative
weights, and these weights add up to the squared norm of the vector. -/
theorem spectral_weights (hA : A.IsHermitian) (x : m → ℂ) :
    ∃ w : m → ℝ, (∀ i, 0 ≤ w i) ∧
      star x ⬝ᵥ (A *ᵥ x) = ((∑ i, hA.eigenvalues i * w i : ℝ) : ℂ) ∧
      star x ⬝ᵥ x = ((∑ i, w i : ℝ) : ℂ) := by
  obtain ⟨a, ha⟩ : ∃ a : m → ℂ, ∀ i, a i = hA.eigenvectorBasis.repr (WithLp.toLp 2 x) i :=
    ⟨_, fun _ => rfl⟩
  -- expand in eigenvectors
  have hx : x = ∑ i, a i • (hA.eigenvectorBasis i).ofLp := by
    have h := congrArg WithLp.ofLp (hA.eigenvectorBasis.sum_repr (WithLp.toLp 2 x))
    simp only [WithLp.ofLp_sum, WithLp.ofLp_smul, ← ha] at h
    exact h.symm
  have hb : ∀ i, A *ᵥ (hA.eigenvectorBasis i).ofLp =
      hA.eigenvalues i • (hA.eigenvectorBasis i).ofLp := fun i => hA.mulVec_eigenvectorBasis i
  have hc : ∀ i, star x ⬝ᵥ (hA.eigenvectorBasis i).ofLp = conj (a i) := by
    intro i
    rw [ha, hA.eigenvectorBasis.repr_apply_apply, inner_conj_symm, dotProduct_comm]
    exact (EuclideanSpace.inner_eq_star_dotProduct _ _).symm
  have dsum : ∀ f : m → m → ℂ, star x ⬝ᵥ (∑ i, f i) = ∑ i, star x ⬝ᵥ f i := by
    intro f
    simp only [dotProduct, Finset.sum_apply, Finset.mul_sum]
    exact Finset.sum_comm
  have gen : ∀ r : m → ℝ, star x ⬝ᵥ (∑ i, a i • r i • (hA.eigenvectorBasis i).ofLp) =
      ((∑ i, r i * Complex.normSq (a i) : ℝ) : ℂ) := by
    intro r
    rw [dsum, Complex.ofReal_sum]
    refine Finset.sum_congr rfl fun i _ => ?_
    rw [dotProduct_smul, dotProduct_smul, hc, Complex.ofReal_mul,
      Complex.normSq_eq_conj_mul_self, smul_eq_mul, Complex.real_smul]
    ring
  refine ⟨fun i => Complex.normSq (a i), fun i => Complex.normSq_nonneg _, ?_, ?_⟩
  · have hAx := congrArg A.mulVecLin hx
    simp only [map_sum, map_smul, Matrix.mulVecLin_apply, hb] at hAx
    rw [hAx]
    exact gen _
  · have h := gen fun _ => 1
    simp only [one_smul, one_mul, ← hx] at h
    exact h

/-- A real eigenvalue of a principal submatrix of a Hermitian matrix lies between the extremal
eigenvalues of the whole matrix. -/
theorem eigenvalue_between (hA : A.IsHermitian) {e : n → m} (he : Function.Injective e)
    {c : n → ℂ} (hc : c ≠ 0) {μ : ℝ} (h : A.submatrix e e *ᵥ c = (μ : ℂ) • c) :
    lowest hA ≤ μ ∧ μ ≤ highest hA := by
  -- extend the eigenvector by zero to a trial vector
  obtain ⟨y, hy, h0⟩ : ∃ y : m → ℂ, (∀ i, y (e i) = c i) ∧ ∀ j ∉ Set.range e, y j = 0 :=
    ⟨Function.extend e c 0, he.extend_apply c 0, fun j hj => Function.extend_apply' c 0 j hj⟩
  have hAy : ∀ i, (A *ᵥ y) (e i) = μ * y (e i) := by
    intro i
    rw [hy]
    refine Eq.trans ?_ (congrFun h i)
    exact (Fintype.sum_of_injective e he (fun k => A (e i) (e k) * c k)
      (fun j => A (e i) j * y j) (fun j hj => by simp [h0 j hj]) (fun k => by simp [hy])).symm
  have hq : star y ⬝ᵥ (A *ᵥ y) = μ * (star y ⬝ᵥ y) := by
    simp only [dotProduct, Finset.mul_sum]
    refine Finset.sum_congr rfl fun j _ => ?_
    by_cases hj : j ∈ Set.range e
    · obtain ⟨i, rfl⟩ := hj
      rw [hAy]
      ring
    · simp [h0 j hj]
  obtain ⟨w, hw, hE, hn⟩ := spectral_weights hA y
  have hμ : ∑ i, hA.eigenvalues i * w i = μ * ∑ i, w i :=
    Complex.ofReal_injective (by rw [← hE, hq, hn, Complex.ofReal_mul])
  have hpos : 0 < ∑ i, w i := by
    refine (Finset.sum_nonneg fun i _ => hw i).lt_of_ne' fun hz => hc ?_
    rw [hz, Complex.ofReal_zero] at hn
    have hy0 : y = 0 := dotProduct_star_self_eq_zero.1 hn
    funext i
    rw [← hy, hy0]
    rfl
  constructor <;> refine le_of_mul_le_mul_right ?_ hpos <;> rw [← hμ, Finset.mul_sum]
  · exact Finset.sum_le_sum fun i _ => mul_le_mul_of_nonneg_right
      (ciInf_le (Set.finite_range _).bddBelow i) (hw i)
  · exact Finset.sum_le_sum fun i _ => mul_le_mul_of_nonneg_right
      (le_ciSup (Set.finite_range _).bddAbove i) (hw i)

end

end EigenvalueBetween
```

The compiler's answer:

```
Main.lean:69:86: error: numerals are data in Lean, but the expected type is universe polymorphic and may be a proposition
  ?m.70 → ℂ : Sort (max 1 ?u.83)
```

The error points at the `0` passed to `Function.extend_apply'`, which is meant to be the zero function on the full index set `m`. When Lean reaches this numeral, it knows that the function takes values in `ℂ`, but its domain is still the unknown `?m.70`. The universe of that domain is unknown too, so the function type sits in `Sort (max 1 ?u.83)`. Lean does not recognise this as a universe of data types, which a numeral needs, and rejects the `0`.

Writing `(0 : m → ℂ)` there states the domain outright. As `m` is a `Type*`, the function type is then plainly a type of data, and the numeral is accepted.

The same annotation on the other two zeros is mere tidying: the declared type of `y` already fixes the first, and `he`, which concerns `e : n → m`, fixes the domain of the second. The line break is only layout, and the mathematical argument is unchanged.

This version goes through:

```diff
@@ -67,5 +67,6 @@
   -- extend the eigenvector by zero to a trial vector
   obtain ⟨y, hy, h0⟩ : ∃ y : m → ℂ, (∀ i, y (e i) = c i) ∧ ∀ j ∉ Set.range e, y j = 0 :=
-    ⟨Function.extend e c 0, he.extend_apply c 0, fun j hj => Function.extend_apply' c 0 j hj⟩
+    ⟨Function.extend e c (0 : m → ℂ), he.extend_apply c (0 : m → ℂ),
+      fun j hj => Function.extend_apply' c (0 : m → ℂ) j hj⟩
   have hAy : ∀ i, (A *ᵥ y) (e i) = μ * y (e i) := by
     intro i
```
